# A phase-space weight with bilinear imaginary phase factorises into exp(−βU) times the exponential of a quadratic in the momenta

For finitely many modes with real masses mᵢ, momenta p and positions q, the unnormalised complex weight is exp(−β(K(p) + U(q) − i p·Gq)), where K(p) = ∑ pᵢ²/(2mᵢ), U is an arbitrary real function of q and G an arbitrary real matrix. The theorem `weight_eq` states that this weight equals exp(−βU(q)) times exp(−∑ β/(2mᵢ) pᵢ² + ∑ iβ(Gq)ᵢ pᵢ). The identity is pointwise and algebraic: nothing is integrated, and neither β nor the masses are assumed positive or nonzero (Lean's division by zero gives zero). The attempt names Gq as `v`, pulls the constants out of the two sums in `h1` and `h2`, merges the exponentials with `Complex.exp_add`, and compares exponents by `push_cast` and `ring`.

Lean 4 with Mathlib refuses this proof:

```lean
import Mathlib

open MeasureTheory Matrix Complex
open scoped Real

namespace MatsubaraSprings

noncomputable section

variable {n : Type*} [Fintype n]

/-- Kinetic energy `∑ pᵢ²/(2mᵢ)` of modes with masses `mᵢ`. -/
def kinetic (m p : n → ℝ) : ℝ := ∑ i, p i ^ 2 / (2 * m i)

/-- The phase `θ(p,q) = p · G q`, bilinear in momenta and positions. -/
def phase (G : Matrix n n ℝ) (p q : n → ℝ) : ℝ := p ⬝ᵥ G *ᵥ q

/-- Complex phase-space weight `exp(-β (K(p) + U(q) - i θ(p,q)))`. -/
def weight (β : ℝ) (m : n → ℝ) (G : Matrix n n ℝ) (U : (n → ℝ) → ℝ) (q p : n → ℝ) : ℂ :=
  cexp (-(β : ℂ) * ((kinetic m p : ℂ) + (U q : ℂ) - I * (phase G p q : ℂ)))

/-- The weight is `exp(-βU)` times the exponential of a quadratic in the momenta with `pᵢ²`
coefficients `-β/(2mᵢ)` and imaginary linear coefficients `iβ(Gq)ᵢ`. -/
theorem weight_eq (β : ℝ) (m : n → ℝ) (G : Matrix n n ℝ) (U : (n → ℝ) → ℝ) (q p : n → ℝ) :
    weight β m G U q p = cexp (-(β : ℂ) * (U q : ℂ)) *
      cexp (-∑ i, (β : ℂ) / (2 * (m i : ℂ)) * (p i : ℂ) ^ 2
        + ∑ i, I * (β : ℂ) * ((G *ᵥ q) i : ℂ) * (p i : ℂ)) := by
  unfold weight kinetic phase
  generalize G *ᵥ q = v
  have h1 : ∑ i, (β : ℂ) / (2 * (m i : ℂ)) * (p i : ℂ) ^ 2
      = β * ∑ i, (p i : ℂ) ^ 2 / (2 * (m i : ℂ)) := by
    rw [Finset.mul_sum]
    exact Finset.sum_congr rfl fun i _ => by ring
  have h2 : ∑ i, I * (β : ℂ) * (v i : ℂ) * (p i : ℂ)
      = β * I * ∑ i, (p i : ℂ) * (v i : ℂ) := by
    rw [Finset.mul_sum]
    exact Finset.sum_congr rfl fun i _ => by ring
  rw [← Complex.exp_add, h1, h2]
  congr 1
  simp only [dotProduct]
  push_cast
  ring

end

end MatsubaraSprings
```

The compiler's answer:

```
Main.lean:30:17: error(lean.synthInstanceFailed): failed to synthesize instance of type class
  HMul ℂ ℂ ℝ

Hint: Type class instance resolution failures can be inspected with the `set_option trace.Meta.synthInstance true` command.
Main.lean:31:17: error(lean.synthInstanceFailed): failed to synthesize instance of type class
  HDiv ℂ ℂ ℝ

Hint: Type class instance resolution failures can be inspected with the `set_option trace.Meta.synthInstance true` command.
Try this:
  [apply] ring_nf
  
  The `ring` tactic failed to close the goal. Use `ring_nf` to obtain a normal form.
    
  Note that `ring` works primarily in *commutative* rings. If you have a noncommutative ring, abelian group or module, consider using `noncomm_ring`, `abel` or `module` instead.
Main.lean:33:42: error: unsolved goals
n : Type u_1
inst✝ : Fintype n
β : ℝ
m : n → ℝ
G : Matrix n n ℝ
U : (n → ℝ) → ℝ
q p v : n → ℝ
i : n
x✝ : i ∈ Finset.univ
⊢ ↑β * (↑(m i))⁻¹ * (1 / 2) * ↑(p i) ^ 2 = β * (↑(p i) ^ 2 / (↑(m i) * 2))
Main.lean:38:6: error: Tactic `rewrite` failed: Did not find an occurrence of the pattern
  cexp ?x * cexp ?y
in the target expression
  n → HMul ℂ ℂ ℝ

case refine_1
n : Type u_1
inst✝ : Fintype n
β : ℝ
m : n → ℝ
G : Matrix n n ℝ
U : (n → ℝ) → ℝ
q p v : n → ℝ
h2 : ∑ i, I * ↑β * ↑(v i) * ↑(p i) = ↑β * I * ∑ i, ↑(p i) * ↑(v i)
⊢ n → HMul ℂ ℂ ℝ
```

What went wrong. In `h1` the factor `β` on the right carries no ascription, and Lean elaborated the equation in its type, `ℝ`. Both sums were then required to be real although their summands are built from complex terms. Hence the first two messages: the left summand needs `HMul ℂ ℂ ℝ`, the right one `HDiv ℂ ℂ ℝ`, and neither instance exists.

The other messages follow from this. The goal left by `ring` shows an uncast `β` on the right; the outer product on the left and the division on the right rest on the missing instances, so they are not ring operations that `ring` can normalise. A missing instance also survives as the goal `n → HMul ℂ ℂ ℝ`, and `rw [← Complex.exp_add]` acts on that goal instead of the equation, so it finds no `cexp ?x * cexp ?y`.

Writing `(β : ℂ)` in `h1` puts the equation in `ℂ`, where the ordinary multiplication and division apply, `ring` closes the termwise identity, and no stray goal arises. The same change in `h2` is tidying: there `β` multiplies the complex `I`, and the printed context already shows `↑β * I`.

After these edits no error is left:

```diff
@@ -29,9 +29,9 @@
   generalize G *ᵥ q = v
   have h1 : ∑ i, (β : ℂ) / (2 * (m i : ℂ)) * (p i : ℂ) ^ 2
-      = β * ∑ i, (p i : ℂ) ^ 2 / (2 * (m i : ℂ)) := by
+      = (β : ℂ) * ∑ i, (p i : ℂ) ^ 2 / (2 * (m i : ℂ)) := by
     rw [Finset.mul_sum]
     exact Finset.sum_congr rfl fun i _ => by ring
   have h2 : ∑ i, I * (β : ℂ) * (v i : ℂ) * (p i : ℂ)
-      = β * I * ∑ i, (p i : ℂ) * (v i : ℂ) := by
+      = (β : ℂ) * I * ∑ i, (p i : ℂ) * (v i : ℂ) := by
     rw [Finset.mul_sum]
     exact Finset.sum_congr rfl fun i _ => by ring
```
